# Convergence to the hydrogenic energy does not fix the density at the nucleus

## Orbitals, energy and contact density

All quantities are in atomic units. An orbital is a real function $f(r)$ of the distance $r$ from a fixed point nucleus of charge $Z$, continuous for $r\ge0$, so that $f(0)$ is its value at the nucleus, and differentiable for $r>0$. Its squared norm $N$, called simply the norm in the text below, and its energy integral $E$ are

$$N=4\pi\int_0^\infty r^2 f^2\,dr,\qquad E=4\pi\int_0^\infty r^2\Big(\tfrac12 f'^2-\tfrac Zr f^2\Big)dr .$$

The Rayleigh quotient is $E/N$ and the normalised contact density is $f(0)^2/N$. In Lean these are `normSq`, `energy`, `rayleigh` and `contactDensity`. Spherical symmetry is built in through the weight $4\pi r^2$, and the kinetic energy is in gradient form, with `deriv f` the true derivative.

```lean
import Mathlib

open MeasureTheory Set Filter Topology
open scoped Real

namespace ContactDensityVersusEnergy

noncomputable section

/-- Squared norm in three-dimensional space of a spherically symmetric, square-integrable real
orbital `f(r)`. -/
def normSq (f : ℝ → ℝ) : ℝ := 4 * π * ∫ r in Ioi (0 : ℝ), r ^ 2 * f r ^ 2

/-- Kinetic plus nuclear-attraction energy integral (atomic units, nuclear charge `Z`) of a
spherically symmetric real orbital, before normalisation, for `f` differentiable on `r > 0` and an
integrable integrand. -/
def energy (Z : ℝ) (f : ℝ → ℝ) : ℝ :=
  4 * π * ∫ r in Ioi (0 : ℝ), r ^ 2 * (deriv f r ^ 2 / 2 - Z / r * f r ^ 2)

/-- Hydrogenic Rayleigh quotient, for orbitals differentiable on `r > 0` with finite nonzero norm
and an integrable energy integrand. -/
def rayleigh (Z : ℝ) (f : ℝ → ℝ) : ℝ := energy Z f / normSq f

/-- Normalised density at the nucleus, for orbitals of finite nonzero norm. -/
def contactDensity (f : ℝ → ℝ) : ℝ := f 0 ^ 2 / normSq f
```

The trial orbital is $\psi(r)=e^{-Zr}+t\,e^{-br}$: the 1s function plus a spike of amplitude $t$ and range $1/b$.

```lean
/-- The 1s orbital `exp(-Zr)` with an added spike `t exp(-br)` at the nucleus. -/
def spiked (Z t b r : ℝ) : ℝ := Real.exp (-(Z * r)) + t * Real.exp (-(b * r))
```

For $Z>0$, fixed real $t$ and $b=n\to\infty$, the Rayleigh quotient tends to $-Z^2/2$, the ground-state energy, while the contact density tends to $(1+t)^2Z^3/\pi$. The 1s value is $Z^3/\pi$. For this non-relativistic one-electron atom or ion, an energy close to its limit therefore does not by itself guarantee a converged contact density, the quantity that enters Mössbauer isomer shifts. The file proves neither that $-Z^2/2$ is the ground-state energy nor the counter-examples given below for weakened hypotheses.

## Positive decay constants: $Z>0$ and $b>0$

Physically, $Z>0$ means an attractive nucleus and a bound 1s function, and $b>0$ means a spike that decays. By hand, both are used in the moment formula

$$\int_0^\infty r^k e^{-ar}\,dr=\frac{k!}{a^{k+1}}\qquad(a>0),$$

which follows from the Gamma integral on substituting $x=ar$. `integral_moment` obtains it from Mathlib's version with real exponents.

```lean
/-- Radial moments of an exponential with decay constant `a > 0`. -/
theorem integral_moment (k : ℕ) {a : ℝ} (ha : 0 < a) :
    ∫ r in Ioi (0 : ℝ), r ^ k * Real.exp (-(a * r)) = (k.factorial : ℝ) / a ^ (k + 1) := by
  have h := Real.integral_rpow_mul_exp_neg_mul_Ioi (a := (k : ℝ) + 1) (r := a)
    (by positivity) ha
  have hp : (1 / a) ^ ((k : ℝ) + 1) = (1 / a) ^ (k + 1) := by
    exact_mod_cast Real.rpow_natCast (1 / a) (k + 1)
  rw [hp, Real.Gamma_nat_eq_factorial] at h
  simp only [add_sub_cancel_right, Real.rpow_natCast] at h
  rw [h, one_div, inv_pow]
  ring
```

Squaring $p\,e^{-ar}+q\,e^{-br}$ gives exponentials with decay constants $2a$, $a+b$ and $2b$, so

$$\int_0^\infty r^k(pe^{-ar}+qe^{-br})^2dr=k!\left[\frac{p^2}{(2a)^{k+1}}+\frac{2pq}{(a+b)^{k+1}}+\frac{q^2}{(2b)^{k+1}}\right].$$

Splitting the integral in Lean requires each term to be integrable, and the proof gets this from `integral_undef`. Mathlib assigns the value $0$ to the integral of a non-integrable function. The moment formula gives $k!/c^{k+1}>0$ for a decay constant $c>0$, so assuming non-integrability yields a contradiction. A computed nonzero value thus does the work of a separate convergence estimate.

```lean
/-- For decay constants `a, b > 0`, the square of a two-exponential function has finite
radial moments, given in closed form. -/
theorem integral_moment_sq (k : ℕ) {a b : ℝ} (ha : 0 < a) (hb : 0 < b) (p q : ℝ) :
    IntegrableOn (fun r : ℝ =>
      r ^ k * (p * Real.exp (-(a * r)) + q * Real.exp (-(b * r))) ^ 2) (Ioi 0) ∧
    ∫ r in Ioi (0 : ℝ), r ^ k * (p * Real.exp (-(a * r)) + q * Real.exp (-(b * r))) ^ 2 =
      (k.factorial : ℝ) * (p ^ 2 / (2 * a) ^ (k + 1) + 2 * p * q / (a + b) ^ (k + 1)
        + q ^ 2 / (2 * b) ^ (k + 1)) := by
  -- a nonzero integral certifies integrability
  have hi : ∀ c : ℝ, 0 < c →
      IntegrableOn (fun r : ℝ => r ^ k * Real.exp (-(c * r))) (Ioi 0) := by
    intro c hc
    by_contra h
    have hpos : (0 : ℝ) < (k.factorial : ℝ) / c ^ (k + 1) := by positivity
    exact hpos.ne' ((integral_moment k hc).symm.trans (integral_undef h))
  have ha2 : 0 < 2 * a := by positivity
  have hb2 : 0 < 2 * b := by positivity
  have hab : 0 < a + b := by positivity
  have i1 := (hi _ ha2).const_mul (p ^ 2)
  have i2 := (hi _ hab).const_mul (2 * p * q)
  have i3 := (hi _ hb2).const_mul (q ^ 2)
  have i12 : IntegrableOn (fun r : ℝ => p ^ 2 * (r ^ k * Real.exp (-(2 * a * r)))
      + 2 * p * q * (r ^ k * Real.exp (-((a + b) * r)))) (Ioi 0) := i1.add i2
  -- expand the square into three pure exponentials
  have e : (fun r : ℝ => r ^ k * (p * Real.exp (-(a * r)) + q * Real.exp (-(b * r))) ^ 2) =
      fun r : ℝ => p ^ 2 * (r ^ k * Real.exp (-(2 * a * r)))
        + 2 * p * q * (r ^ k * Real.exp (-((a + b) * r)))
        + q ^ 2 * (r ^ k * Real.exp (-(2 * b * r))) := by
    funext r
    have h1 : ∀ x y : ℝ, Real.exp (-((x + y) * r)) =
        Real.exp (-(x * r)) * Real.exp (-(y * r)) := by
      intro x y
      rw [← Real.exp_add]
      congr 1
      ring
    rw [two_mul a, two_mul b, h1, h1, h1]
    ring
  rw [e]
  refine ⟨i12.add i3, ?_⟩
  rw [integral_add i12 i3, integral_add i1 i2, integral_const_mul, integral_const_mul,
    integral_const_mul, integral_moment k ha2, integral_moment k hab, integral_moment k hb2]
  ring
```

The derivative is $\psi'=-Ze^{-Zr}-tb\,e^{-br}$, again a combination of two exponentials.

```lean
/-- Radial derivative of the spiked orbital. -/
theorem deriv_spiked (Z t b r : ℝ) : deriv (spiked Z t b) r =
    -Z * Real.exp (-(Z * r)) + -(t * b) * Real.exp (-(b * r)) := by
  have h : ∀ c : ℝ, HasDerivAt (fun x : ℝ => Real.exp (-(c * x)))
      (-c * Real.exp (-(c * r))) r := fun c =>
    (((hasDerivAt_id' r).const_mul c).fun_neg.exp).congr_deriv (by ring)
  have h2 : HasDerivAt (spiked Z t b)
      (-Z * Real.exp (-(Z * r)) + -(t * b) * Real.exp (-(b * r))) r :=
    ((h Z).fun_add ((h b).const_mul t)).congr_deriv (by ring)
  exact h2.deriv
```

With $k=2$ for the norm,

$$\frac{N}{4\pi}=\frac1{4Z^3}+\frac{4t}{(Z+b)^3}+\frac{t^2}{4b^3}.$$

The kinetic part, with $k=2$ and coefficients $-Z$ and $-tb$, is

$$\frac1{8Z}+\frac{2Ztb}{(Z+b)^3}+\frac{t^2}{8b},$$

and the nuclear attraction, with $k=1$, is

$$-\frac1{4Z}-\frac{2Zt}{(Z+b)^2}-\frac{Zt^2}{4b^2}.$$

The cross terms combine through $b-(Z+b)=-Z$, so

$$\frac{E}{4\pi}=-\frac1{8Z}-\frac{2Z^2t}{(Z+b)^3}+\frac{t^2}{8b}-\frac{Zt^2}{4b^2}.$$

`spiked_closed_forms` calls `integral_moment_sq` three times for these integrals. It rewrites $r^2\cdot Z/r$ as $Zr$ for $r>0$, then separates the kinetic and attraction parts with `integral_sub`.

```lean
/-- Closed forms of the squared norm and the energy integral of the spiked orbital, for `Z, b > 0`.
-/
theorem spiked_closed_forms {Z b : ℝ} (hZ : 0 < Z) (hb : 0 < b) (t : ℝ) :
    normSq (spiked Z t b) =
      4 * π * (1 / (4 * Z ^ 3) + 4 * (t / (Z + b) ^ 3) + t ^ 2 / b * b⁻¹ ^ 2 / 4) ∧
    energy Z (spiked Z t b) =
      4 * π * (-1 / (8 * Z) + -2 * Z ^ 2 * (t / (Z + b) ^ 3)
        + (t ^ 2 / b / 8 - Z * (t ^ 2 / b * b⁻¹) / 4)) := by
  have f2 : ((Nat.factorial 2 : ℕ) : ℝ) = 2 := by norm_num [Nat.factorial]
  have f1 : ((Nat.factorial 1 : ℕ) : ℝ) = 1 := by norm_num [Nat.factorial]
  obtain ⟨-, hN⟩ := integral_moment_sq 2 hZ hb 1 t
  obtain ⟨iK, hK⟩ := integral_moment_sq 2 hZ hb (-Z) (-(t * b))
  obtain ⟨iV, hV⟩ := integral_moment_sq 1 hZ hb 1 t
  constructor
  · simp only [one_mul] at hN
    simp only [normSq, spiked]
    rw [hN, f2]
    ring
  · -- separate kinetic energy and nuclear attraction
    have e : ∫ r in Ioi (0 : ℝ), r ^ 2 * (deriv (spiked Z t b) r ^ 2 / 2
          - Z / r * spiked Z t b r ^ 2) =
        ∫ r in Ioi (0 : ℝ), ((1 / 2) * (r ^ 2 * (-Z * Real.exp (-(Z * r))
          + -(t * b) * Real.exp (-(b * r))) ^ 2)
          - Z * (r ^ 1 * (1 * Real.exp (-(Z * r)) + t * Real.exp (-(b * r))) ^ 2)) := by
      refine setIntegral_congr_fun measurableSet_Ioi (fun r hr => ?_)
      have hr0 : r ≠ 0 := (mem_Ioi.mp hr).ne'
      have h : r ^ 2 * (Z / r) = Z * r := by field_simp
      simp only [deriv_spiked, spiked]
      linear_combination (-(Real.exp (-(Z * r)) + t * Real.exp (-(b * r))) ^ 2) * h
    have hs : Z + b ≠ 0 := by positivity
    rw [energy, e, integral_sub (iK.const_mul (1 / 2)) (iV.const_mul Z),
      integral_const_mul, integral_const_mul, hK, hV, f2, f1]
    field_simp
    ring
```

If $Z\le 0$ while $b>0$, the first exponential does not decay and $\psi$ has no finite norm. The same happens if $b\le0$ while $Z>0$ and $t\ne0$.

## A spike that narrows and costs no energy: $b\to\infty$ and $t^2/b\to0$

Now let $t$ and $b$ depend on $n$. The condition $b_n\to\infty$ (`hb`) shrinks the spike onto the nucleus. The condition $t_n^2/b_n\to0$ (`ht`) makes its own kinetic energy, $4\pi\,t_n^2/(8b_n)$ before normalisation, vanish.

By hand, the pure spike terms are $t_n^2/b_n$ times a constant or a power of $1/b_n$, so they tend to zero. For the overlap term, $|t_n|\le1+t_n^2$, and once $b_n\ge1$ also $b_n\le(Z+b_n)^3$. Hence

$$\frac{|t_n|}{(Z+b_n)^3}\le\frac1{b_n}+\frac{t_n^2}{b_n}\to0 .$$

It follows that $N\to\pi/Z^3$ and $E\to-\pi/(2Z)$, with quotient $-Z^2/2$.

In `spiked_limits`, the overlap bound is passed to `squeeze_zero_norm'`. The closed forms hold as soon as $b_n>0$, which `hb` guarantees for all large $n$, and `congr'` transfers their limits to `normSq` and `energy`. Finally `hE.div hN` takes the quotient, which is allowed because $\pi/Z^3\neq0$.

```lean
/-- If the spike exponent `b` grows without bound and `t²/b` tends to zero, the norm tends to
that of the 1s orbital and the Rayleigh quotient tends to `-Z²/2`, for `Z > 0`. -/
theorem spiked_limits {Z : ℝ} (hZ : 0 < Z) {t b : ℕ → ℝ} (hb : Tendsto b atTop atTop)
    (ht : Tendsto (fun n => t n ^ 2 / b n) atTop (𝓝 0)) :
    Tendsto (fun n => normSq (spiked Z (t n) (b n))) atTop (𝓝 (π / Z ^ 3)) ∧
    Tendsto (fun n => rayleigh Z (spiked Z (t n) (b n))) atTop (𝓝 (-Z ^ 2 / 2)) := by
  have hu : Tendsto (fun n => (b n)⁻¹) atTop (𝓝 0) := tendsto_inv_atTop_zero.comp hb
  -- the overlap of spike and 1s orbital vanishes
  have hw : Tendsto (fun n => t n / (Z + b n) ^ 3) atTop (𝓝 0) := by
    have hs : Tendsto (fun n => (b n)⁻¹ + t n ^ 2 / b n) atTop (𝓝 0) := by
      simpa using hu.add ht
    refine squeeze_zero_norm' ?_ hs
    filter_upwards [hb.eventually_ge_atTop 1] with n hn
    have hb0 : 0 < b n := by linarith
    have h1 : |t n| ≤ 1 + t n ^ 2 := by
      nlinarith [sq_abs (t n), sq_nonneg (|t n| - 1), abs_nonneg (t n)]
    have h2 : b n ≤ (Z + b n) ^ 3 :=
      le_trans (by linarith) (le_self_pow₀ (by linarith : 1 ≤ Z + b n) (by norm_num))
    have h3 : 0 < (Z + b n) ^ 3 := by positivity
    rw [Real.norm_eq_abs, abs_div, abs_of_pos h3]
    calc |t n| / (Z + b n) ^ 3 ≤ (1 + t n ^ 2) / b n :=
          div_le_div₀ (by positivity) h1 hb0 h2
      _ = (b n)⁻¹ + t n ^ 2 / b n := by ring
  have hN : Tendsto (fun n => normSq (spiked Z (t n) (b n))) atTop (𝓝 (π / Z ^ 3)) := by
    have h := (((hw.const_mul 4).const_add (1 / (4 * Z ^ 3))).add
      ((ht.mul (hu.pow 2)).div_const 4)).const_mul (4 * π)
    have hv : 4 * π * (1 / (4 * Z ^ 3) + 4 * 0 + 0 * 0 ^ 2 / 4) = π / Z ^ 3 := by ring
    rw [hv] at h
    refine h.congr' ?_
    filter_upwards [hb.eventually_gt_atTop 0] with n hn
    exact (spiked_closed_forms hZ hn (t n)).1.symm
  have hE : Tendsto (fun n => energy Z (spiked Z (t n) (b n))) atTop
      (𝓝 (-π / (2 * Z))) := by
    have h := (((hw.const_mul (-2 * Z ^ 2)).const_add (-1 / (8 * Z))).add
      ((ht.div_const 8).sub (((ht.mul hu).const_mul Z).div_const 4))).const_mul (4 * π)
    have hv : 4 * π * (-1 / (8 * Z) + -2 * Z ^ 2 * 0 + (0 / 8 - Z * (0 * 0) / 4)) =
        -π / (2 * Z) := by ring
    rw [hv] at h
    refine h.congr' ?_
    filter_upwards [hb.eventually_gt_atTop 0] with n hn
    exact (spiked_closed_forms hZ hn (t n)).2.symm
  refine ⟨hN, ?_⟩
  have hq : -π / (2 * Z) / (π / Z ^ 3) = -Z ^ 2 / 2 := by
    have hpi := Real.pi_ne_zero
    field_simp
  rw [← hq]
  exact hE.div hN (by positivity)
```

If `hb` is weakened to $b_n>0$, the energy limit can fail. With $t_n=b_n=1/n$ for $n\ge1$, $t_n^2/b_n\to0$ still holds, but the norm diverges, the energy integral stays bounded and the Rayleigh quotient tends to $0$. If `ht` is weakened to boundedness of $t_n^2/b_n$, it can fail as well: for $t_n=n$ and $b_n=n^2$ the quotient tends to $-Z^2/2+Z^3/2$.

## A fixed amplitude $t$

A fixed $t$ means that the value at the nucleus, $\psi(0)=1+t$, is the same for every $n$. With $b_n=n$, $t^2/n\to0$ holds automatically, so the energy limit follows from the previous theorem. Dividing the constant $(1+t)^2$ by the norm gives

$$\frac{(1+t)^2}{N}\to\frac{(1+t)^2Z^3}{\pi}.$$

The Lean proof takes the same two steps. The index $n=0$ is included in the sequence, but a limit ignores finitely many terms.

```lean
/-- For `Z > 0` and fixed real `t`, the Rayleigh quotient of `exp(-Zr) + t exp(-nr)` tends to
`-Z²/2`, while its normalised contact density tends to `(1+t)² Z³/π`. -/
theorem energy_and_contact_limits {Z : ℝ} (hZ : 0 < Z) (t : ℝ) :
    Tendsto (fun n : ℕ => rayleigh Z (spiked Z t n)) atTop (𝓝 (-Z ^ 2 / 2)) ∧
    Tendsto (fun n : ℕ => contactDensity (spiked Z t n)) atTop
      (𝓝 ((1 + t) ^ 2 * Z ^ 3 / π)) := by
  have hb : Tendsto (fun n : ℕ => (n : ℝ)) atTop atTop := tendsto_natCast_atTop_atTop
  obtain ⟨hN, hR⟩ := spiked_limits hZ (t := fun _ => t) hb (tendsto_const_nhds.div_atTop hb)
  refine ⟨hR, ?_⟩
  have h := (tendsto_const_nhds (x := (1 + t) ^ 2)).div hN (by positivity)
  rw [div_div_eq_mul_div] at h
  refine h.congr (fun n => ?_)
  simp [contactDensity, spiked]
```

Two values of $t$ mark limiting cases. For $t=0$ the orbital is the 1s function itself. For $t=-1$ it vanishes at the nucleus for every $n$, so the contact density is zero for all $n>Z$ while the energy still tends to $-Z^2/2$. (If $Z$ is an integer, the function with $n=Z$ is identically zero and is not a state.)

## A prescribed density $D\ge0$

Here $D$ is a contact density chosen in advance. One solution of $(1+t)^2Z^3/\pi=D$ is

$$t=\sqrt{\pi D/Z^3}-1 .$$

The hypothesis $D\ge0$ makes the square of the root equal to $\pi D/Z^3$, which is the step `Real.sq_sqrt`. A negative $D$ is impossible, because a square divided by a positive norm cannot have a negative limit.

```lean
/-- For `Z > 0`, any prescribed value `D ≥ 0` is the limiting contact density of a sequence of
spiked orbitals whose Rayleigh quotients tend to `-Z²/2`. -/
theorem any_contact_density {Z D : ℝ} (hZ : 0 < Z) (hD : 0 ≤ D) :
    ∃ t : ℝ, Tendsto (fun n : ℕ => rayleigh Z (spiked Z t n)) atTop (𝓝 (-Z ^ 2 / 2)) ∧
      Tendsto (fun n : ℕ => contactDensity (spiked Z t n)) atTop (𝓝 D) := by
  refine ⟨√(π * D / Z ^ 3) - 1, ?_⟩
  have h := energy_and_contact_limits hZ (√(π * D / Z ^ 3) - 1)
  have hv : (1 + (√(π * D / Z ^ 3) - 1)) ^ 2 * Z ^ 3 / π = D := by
    have hpi := Real.pi_ne_zero
    rw [add_sub_cancel, Real.sq_sqrt (by positivity)]
    field_simp
  rwa [hv] at h
```

## An amplitude that grows

If $t$ is not held fixed, the contact density need not stay bounded. Take $t_n=n$ and $b_n=n^4$. Then $t_n^2/b_n=1/n^2\to0$, so the energy converges and the norm tends to $\pi/Z^3$, while $\psi(0)^2=(1+n)^2$ grows without limit. In Lean, `atTop_mul_pos` combines the diverging numerator with the positive limit of the inverse norm.

```lean
/-- For `Z > 0`, the orbitals `exp(-Zr) + n exp(-n⁴r)` have Rayleigh quotients tending to
`-Z²/2` and contact densities growing without bound. -/
theorem contact_density_diverges {Z : ℝ} (hZ : 0 < Z) :
    Tendsto (fun n : ℕ => rayleigh Z (spiked Z n ((n : ℝ) ^ 4))) atTop (𝓝 (-Z ^ 2 / 2)) ∧
    Tendsto (fun n : ℕ => contactDensity (spiked Z n ((n : ℝ) ^ 4))) atTop atTop := by
  have hn : Tendsto (fun n : ℕ => (n : ℝ)) atTop atTop := tendsto_natCast_atTop_atTop
  have hb : Tendsto (fun n : ℕ => (n : ℝ) ^ 4) atTop atTop :=
    (tendsto_pow_atTop (by norm_num)).comp hn
  have ht : Tendsto (fun n : ℕ => (n : ℝ) ^ 2 / (n : ℝ) ^ 4) atTop (𝓝 0) := by
    have h : Tendsto (fun n : ℕ => ((n : ℝ) ^ 2)⁻¹) atTop (𝓝 0) :=
      tendsto_inv_atTop_zero.comp ((tendsto_pow_atTop (by norm_num)).comp hn)
    refine h.congr' ?_
    filter_upwards [hn.eventually_gt_atTop 0] with n h0
    have h0' : (n : ℝ) ≠ 0 := h0.ne'
    field_simp
  obtain ⟨hN, hR⟩ := spiked_limits hZ hb ht
  refine ⟨hR, ?_⟩
  -- the amplitude at the nucleus grows while the norm stays finite
  have hA : Tendsto (fun n : ℕ => (1 + (n : ℝ)) ^ 2) atTop atTop :=
    (tendsto_pow_atTop (by norm_num)).comp (tendsto_atTop_add_const_left atTop 1 hn)
  have hpos : 0 < (π / Z ^ 3)⁻¹ := by positivity
  refine (hA.atTop_mul_pos hpos (hN.inv₀ (by positivity))).congr (fun n => ?_)
  simp [contactDensity, spiked, div_eq_mul_inv]

end

end ContactDensityVersusEnergy
```

```lean
#print axioms ContactDensityVersusEnergy.any_contact_density
#print axioms ContactDensityVersusEnergy.contact_density_diverges
```

```
'ContactDensityVersusEnergy.any_contact_density' depends on axioms: [propext, Classical.choice, Quot.sound]
'ContactDensityVersusEnergy.contact_density_diverges' depends on axioms: [propext, Classical.choice, Quot.sound]
```
